# In characteristic zero, oddness and the Jacobi identity fix the Virasoro central term up to two constants

The modes L_m, with m an integer, are modelled as elements of an associative algebra A with unit 1 over a field K, so their commutator is [X, Y] = XY − YX. No Hilbert space, adjoint or convergence enters. Parts (b), (c) and (f) assume characteristic zero, as in ℚ, ℝ or ℂ.

```lean
import Mathlib

namespace VirasoroCentralTerm

variable {K : Type*} [Field K] {A : Type*} [Ring A] [Algebra K A]
```

The central term is a function c from the integers to K. `JacobiCondition` is the cyclic condition

(m−n) c(l) + (n−l) c(m) + (l−m) c(n) = 0 whenever l + m + n = 0.

```lean
/-- The cyclic condition on a central term `c`:
`(m-n) c(l) + (n-l) c(m) + (l-m) c(n) = 0` whenever `l + m + n = 0`. -/
def JacobiCondition (c : ℤ → K) : Prop :=
  ∀ l m n : ℤ, l + m + n = 0 →
    ((m : K) - n) * c l + ((n : K) - l) * c m + ((l : K) - m) * c n = 0
```

`VirasoroRelations` postulates

[L_m, L_n] = (m−n) L_{m+n} + δ_{m+n,0} c(m) 1.

In two-dimensional conformal field theory the L_m are modes of a chiral component of the stress tensor, and the last term can arise from ordering quantum operators. Its restriction to m + n = 0 is assumed, so general central extensions are not classified here. In Lean, `•` multiplies by a scalar and the `if` is the Kronecker delta.

```lean
/-- The modes `L m` obey `[L_m, L_n] = (m-n) L_{m+n} + δ_{m+n,0} c(m) 1`. -/
def VirasoroRelations (L : ℤ → A) (c : ℤ → K) : Prop :=
  ∀ m n : ℤ, L m * L n - L n * L m =
    ((m : K) - n) • L (m + n) + (if m + n = 0 then c m else 0) • (1 : A)
```

## (a) Neighbouring modes

For odd c obeying the cyclic condition, show that

(m−1) c(m+1) = (m+2) c(m) − (2m+1) c(1).

Choose l = −(m+1) and n = 1. The cyclic condition becomes

(m−1) c(−m−1) + (m+2) c(m) − (2m+1) c(1) = 0.

Oddness turns c(−m−1) into −c(m+1), and rearranging gives the claim. Lean does the same, with `linear_combination` for the rearrangement.

```lean
/-- For an odd central term, the cyclic condition links neighbouring modes:
`(m-1) c(m+1) = (m+2) c(m) - (2m+1) c(1)`. -/
theorem central_recursion {c : ℤ → K} (hodd : ∀ m, c (-m) = -c m)
    (hJ : JacobiCondition c) (m : ℤ) :
    ((m : K) - 1) * c (m + 1) = ((m : K) + 2) * c m - (2 * (m : K) + 1) * c 1 := by
  have h := hJ (-(m + 1)) m 1 (by ring)
  rw [hodd] at h
  push_cast at h
  linear_combination -h
```

## (b) All modes from two values

In characteristic zero, show that such a c satisfies

c(m) = α m³ + β m, α = (c(2) − 2c(1))/6, β = (8c(1) − c(2))/6.

The formula is correct at m = 1 and m = 2. It also respects the recursion, because

(m+2)m³ − (2m+1) = (m−1)(m+1)³,
(m+2)m − (2m+1) = (m−1)(m+1).

For m ≥ 2 the factor m−1 is non-zero in K and can be cancelled, so induction covers all m ≥ 2. Oddness gives 2c(0) = 0, hence c(0) = 0, and also the negative modes.

For example, c(1) = 1 and c(2) = 5 give α = β = 1/2. The recursion yields c(3) = 4·5 − 5 = 15, and the formula yields (27 + 3)/2 = 15.

In the proof, `up` is the induction with m = k+2, and `pos` adds modes 0 and 1.

```lean
/-- In characteristic zero, an odd central term obeying the cyclic condition is a cubic
fixed by its values at the modes 1 and 2. -/
theorem central_formula [CharZero K] {c : ℤ → K} (hodd : ∀ m, c (-m) = -c m)
    (hJ : JacobiCondition c) (m : ℤ) :
    c m = (c 2 - 2 * c 1) / 6 * (m : K) ^ 3 + (8 * c 1 - c 2) / 6 * (m : K) := by
  -- modes 2, 3, 4, ... by the recursion
  have up : ∀ k : ℕ, c ((k : ℤ) + 2) = (c 2 - 2 * c 1) / 6 * ((k : K) + 2) ^ 3
      + (8 * c 1 - c 2) / 6 * ((k : K) + 2) := by
    intro k
    induction k with
    | zero =>
      have e : ((0 : ℕ) : ℤ) + 2 = 2 := by norm_num
      rw [e]
      push_cast
      ring
    | succ k ih =>
      have r := central_recursion hodd hJ ((k : ℤ) + 2)
      rw [ih] at r
      push_cast at r
      have e : ((k + 1 : ℕ) : ℤ) + 2 = (k : ℤ) + 2 + 1 := by push_cast; ring
      have ne : (k : K) + 1 ≠ 0 := Nat.cast_add_one_ne_zero k
      rw [e]
      apply mul_left_cancel₀ ne
      push_cast
      linear_combination r
  -- mode 0 vanishes by oddness
  have h0 : c 0 = 0 := by
    have h := hodd 0
    rw [neg_zero] at h
    have h2 : (2 : K) * c 0 = 0 := by linear_combination h
    exact (mul_eq_zero.mp h2).resolve_left two_ne_zero
  have pos : ∀ k : ℕ, c (k : ℤ) = (c 2 - 2 * c 1) / 6 * (k : K) ^ 3
      + (8 * c 1 - c 2) / 6 * (k : K) := by
    intro k
    rcases k with _ | _ | k
    · simp [h0]
    · simp only [zero_add, Nat.cast_one]
      ring
    · have e : ((k + 1 + 1 : ℕ) : ℤ) = (k : ℤ) + 2 := by push_cast; ring
      rw [e, up k]
      push_cast
      ring
  -- negative modes by oddness
  obtain ⟨k, rfl | rfl⟩ := m.eq_nat_or_neg
  · rw [pos k, Int.cast_natCast]
  · rw [hodd, pos k, Int.cast_neg, Int.cast_natCast]
    ring
```

## (c) The equivalence

In characteristic zero, show that c is odd and obeys the cyclic condition exactly when, for some a, b in K,

c(m) = a m³ + b m for all m.

Part (b) gives one direction. Conversely, odd powers are odd. In the cyclic sum the linear terms cancel, and the cubic ones give

(m−n)l³ + (n−l)m³ + (l−m)n³ = −(l−m)(m−n)(n−l)(l+m+n) = 0.

Lean substitutes l = −m−n and lets `ring` expand.

Without oddness the equivalence fails: the constant c(m) = 1 obeys the cyclic condition, but a m³ + b m vanishes at m = 0.

```lean
/-- **Form of the central term.** In characteristic zero, a function of the mode number is
odd and obeys the cyclic condition exactly when it is `a m³ + b m` for some constants. -/
theorem central_term_iff [CharZero K] (c : ℤ → K) :
    ((∀ m, c (-m) = -c m) ∧ JacobiCondition c) ↔
      ∃ a b : K, ∀ m : ℤ, c m = a * (m : K) ^ 3 + b * (m : K) := by
  constructor
  · rintro ⟨hodd, hJ⟩
    exact ⟨_, _, central_formula hodd hJ⟩
  · rintro ⟨a, b, h⟩
    refine ⟨fun m => ?_, fun l m n hs => ?_⟩
    · rw [h (-m), h m, Int.cast_neg]
      ring
    · have e : l = -m - n := by omega
      have hl : (l : K) = -m - n := by simp [e]
      rw [h l, h m, h n, hl]
      ring
```

## (d) Conditions from the commutators

For A non-zero (`Nontrivial A`), derive from the mode relations both

c(−m) = −c(m)

and the cyclic condition.

Adding [L_m, L_{−m}] and [L_{−m}, L_m] gives (c(m) + c(−m)) 1 = 0. Since 1 ≠ 0, the coefficient vanishes; this is `scalar`.

For l + m + n = 0, the double commutator (`key`) is

[L_l, [L_m, L_n]] = 2l(m−n) L_0 + (m−n) c(l) 1.

The Jacobi identity (`J`) makes the cyclic sum zero. The L_0 coefficients cancel, leaving the cyclic condition.

```lean
/-- In a nonzero algebra, the commutation relations of the modes force the central term
to be odd and to obey the cyclic condition. -/
theorem conditions_of_relations [Nontrivial A] {L : ℤ → A} {c : ℤ → K}
    (h : VirasoroRelations L c) : (∀ m, c (-m) = -c m) ∧ JacobiCondition c := by
  have scalar : ∀ x : K, x • (1 : A) = 0 → x = 0 := fun x hx =>
    (algebraMap K A).injective (by rw [Algebra.algebraMap_eq_smul_one, hx, map_zero])
  constructor
  · -- antisymmetry of the commutator
    intro m
    have h1 := h m (-m)
    have h2 := h (-m) m
    simp only [add_neg_cancel, neg_add_cancel, ↓reduceIte, Int.cast_neg] at h1 h2
    have s : (c m + c (-m)) • (1 : A) = 0 := by
      linear_combination (norm := module) (-1 : K) • h1 + (-1 : K) • h2
    linear_combination scalar _ s
  · -- double commutators, then the Jacobi identity
    have key : ∀ l m n : ℤ, l + m + n = 0 →
        L l * (L m * L n - L n * L m) - (L m * L n - L n * L m) * L l =
          (((m : K) - n) * (l - (m + n))) • L 0 + (((m : K) - n) * c l) • (1 : A) := by
      intro l m n hs
      have h1 := h l (m + n)
      rw [show l + (m + n) = 0 by omega, if_pos rfl, Int.cast_add] at h1
      rw [h m n]
      simp only [mul_add, add_mul, mul_smul_comm, smul_mul_assoc, mul_one, one_mul]
      linear_combination (norm := module) ((m : K) - n) • h1
    intro l m n hs
    have J : (L l * (L m * L n - L n * L m) - (L m * L n - L n * L m) * L l)
        + (L m * (L n * L l - L l * L n) - (L n * L l - L l * L n) * L m)
        + (L n * (L l * L m - L m * L l) - (L l * L m - L m * L l) * L n) = 0 := by
      noncomm_ring
    rw [key l m n hs, key m n l (by omega), key n l m (by omega)] at J
    apply scalar
    linear_combination (norm := module) J
```

## (e) A constant added to L_0

Replace L_0 by L_0 + h 1, with h in K. Show that the relations persist with central term

c′(m) = c(m) − 2hm.

The commutators are unchanged. On the right, (m−n) L_{m+n} gains (m−n)h 1 when m + n = 0, which is 2mh 1. The central term must compensate. Lean splits on whether m + n = 0.

```lean
/-- Adding a constant `h` to the zero mode `L_0` changes the central term from `c(m)` to
`c(m) - 2 h m`. -/
theorem shift_zero_mode {L : ℤ → A} {c : ℤ → K} (hL : VirasoroRelations L c) (h : K) :
    VirasoroRelations (fun m => L m + (if m = 0 then h else 0) • (1 : A))
      (fun m => c m - 2 * h * (m : K)) := by
  intro m n
  have e := hL m n
  by_cases hmn : m + n = 0
  · have e' : n = -m := by omega
    have hn : (n : K) = -m := by simp [e']
    simp only [hmn, ↓reduceIte, hn] at e ⊢
    simp only [mul_add, add_mul, mul_smul_comm, smul_mul_assoc, mul_one, one_mul]
    linear_combination (norm := module) e
  · simp only [hmn, ↓reduceIte] at e ⊢
    simp only [mul_add, add_mul, mul_smul_comm, smul_mul_assoc, mul_one, one_mul]
    linear_combination (norm := module) e
```

## (f) The normal form

In characteristic zero and for A non-zero, find the shift that brings the central term to

(C/12)(m³ − m), C = 2c(2) − 4c(1).

Take h = c(1)/2. By (b) and (e),

c(m) − c(1)m = α m³ + (β − c(1)) m = α(m³ − m), α = C/12.

The example in (b) has C = 6. In two-dimensional conformal field theory C is the central charge; this purely algebraic argument separates it from the choice of zero for L_0 but does not determine its value.

```lean
/-- **Virasoro normal form.** In a nonzero algebra over a field of characteristic zero,
adding `c(1)/2` to `L_0` brings the central term to `(C/12)(m³ - m)` with
`C = 2 c(2) - 4 c(1)`. -/
theorem virasoro_normal_form [CharZero K] [Nontrivial A] {L : ℤ → A} {c : ℤ → K}
    (hL : VirasoroRelations L c) :
    VirasoroRelations (fun m => L m + (if m = 0 then c 1 / 2 else 0) • (1 : A))
      (fun m => (2 * c 2 - 4 * c 1) / 12 * ((m : K) ^ 3 - m)) := by
  obtain ⟨hodd, hJ⟩ := conditions_of_relations hL
  have hs := shift_zero_mode hL (c 1 / 2)
  have e : (fun m : ℤ => c m - 2 * (c 1 / 2) * (m : K)) =
      fun m : ℤ => (2 * c 2 - 4 * c 1) / 12 * ((m : K) ^ 3 - m) := by
    funext m
    linear_combination central_formula hodd hJ m
  rw [e] at hs
  exact hs
```

## (g) Operators without a central term

On functions f from the integers to K, let (L_m f)(k) = k f(k+m).

```lean
/-- The operator `(L_m f)(k) = k f(k+m)` on functions on the integers. -/
def wittOperator (m : ℤ) : Module.End K (ℤ → K) where
  toFun f k := (k : K) * f (k + m)
  map_add' f g := by
    funext k
    simp only [Pi.add_apply]
    ring
  map_smul' a f := by
    funext k
    simp only [Pi.smul_apply, smul_eq_mul, RingHom.id_apply]
    ring
```

Show that

[L_m, L_n] = (m−n) L_{m+n}.

Since (L_m L_n f)(k) = k(k+m) f(k+m+n), the commutator has coefficient k(k+m) − k(k+n) = (m−n)k. Lean compares both sides at each f and k.

```lean
/-- The operators `(L_m f)(k) = k f(k+m)` obey the relations with zero central term. -/
theorem witt_relations :
    VirasoroRelations (wittOperator : ℤ → Module.End K (ℤ → K)) (fun _ => (0 : K)) := by
  intro m n
  apply LinearMap.ext
  intro f
  funext k
  have ap : ∀ (j : ℤ) (g : ℤ → K) (i : ℤ), wittOperator j g i = (i : K) * g (i + j) :=
    fun _ _ _ => rfl
  have e1 : k + m + n = k + (m + n) := by ring
  have e2 : k + n + m = k + (m + n) := by ring
  simp only [ite_self, zero_smul, add_zero, LinearMap.sub_apply, Module.End.mul_apply,
    LinearMap.smul_apply, Pi.sub_apply, Pi.smul_apply, smul_eq_mul, ap, e1, e2, Int.cast_add]
  ring
```

## (h) A shifted example

Subtract 1 from L_0 in (g), and show that the central term becomes

c(m) = 2m.

This is (e) with c = 0 and h = −1. Here C = 2·4 − 4·2 = 0, so the example has a non-zero central term over ℂ but no central charge.

```lean
/-- The operators `(L_m f)(k) = k f(k+m)`, with 1 subtracted from `L_0`, obey the relations
with central term `2m`. -/
theorem virasoro_relations_witness :
    VirasoroRelations
      (fun m : ℤ => (wittOperator m : Module.End K (ℤ → K))
        + (if m = 0 then (-1 : K) else 0) • (1 : Module.End K (ℤ → K)))
      (fun m : ℤ => 2 * (m : K)) := by
  have hc : (fun m : ℤ => 2 * (m : K)) = fun m : ℤ => (0 : K) - 2 * (-1) * (m : K) := by
    funext m
    ring
  rw [hc]
  exact shift_zero_mode witt_relations (-1)

end VirasoroCentralTerm
```

```lean
#print axioms VirasoroCentralTerm.central_term_iff
#print axioms VirasoroCentralTerm.virasoro_normal_form
```

```
'VirasoroCentralTerm.central_term_iff' depends on axioms: [propext, Classical.choice, Quot.sound]
'VirasoroCentralTerm.virasoro_normal_form' depends on axioms: [propext, Classical.choice, Quot.sound]
```
